# For linear amplitude equations, DIIS over the plain iterates has the GMRES minimal residual

## Extrapolating from amplitudes that diverge

The simplest way to solve linear amplitude equations \(At=b\) is to subtract the residual \(r(t)=At-b\) from the amplitudes \(t\) and repeat. This can diverge. If \(A\) has an eigenvalue 3, the component of the residual along that eigenvector is multiplied by \(-2\) in every step. The iterates can still be combined into an extrapolated vector, and the question is how small its residual can be made.

DIIS forms such an extrapolation by choosing weights that sum to one and minimise the norm of the combined residual. For the linear problem its quality can be stated without reference to convergence: the minimal residual norm is that of GMRES, which searches a Krylov space.

Linear equations of this kind occur in linearised coupled-cluster theory and in the \(\Lambda\) equations at fixed amplitudes. For these, the result relates two common solvers, provided that the stored vectors come from the plain update. If the update divides by orbital-energy denominators, \(A\) and \(b\) stand for the already divided quantities, and the norm is that of the divided residual.

## One search space, two minimisations

Let \(t_0\) be the starting vector, \(t_{j+1}=t_j-r(t_j)\) and \(r_j=r(t_j)\). For \(k\ge 0\) let
\[
K_k=\operatorname{span}(r_0,Ar_0,\dots,A^{k-1}r_0),\qquad K_0=\{0\}.
\]
The affine span of \(t_0,\dots,t_k\) is \(t_0+K_k\), and in finite dimension
\[
\min_{\sum_j c_j=1}\Big\|\sum_{j=0}^{k}c_jr_j\Big\|=\min_{x\in t_0+K_k}\|Ax-b\|.
\]
Thus \(k+1\) stored vectors correspond to a Krylov space built from \(k\) vectors.

In Lean, the amplitudes live in a real normed space `E`, and `A` is a linear map on it. The functions `residual` and `amplitudes` are \(r\) and the sequence \(t_j\), while `krylov A v k` is the Krylov space of a vector `v`. For weights `c`, indexed by `Fin (k + 1)` and so by \(0,\dots,k\), `mix` is \(\sum_j c_jt_j\) and `diisResidual` is \(\sum_j c_jr_j\).

The predicates `IsDIIS` and `IsGMRES` define the two minimisations separately. `IsGMRES` describes the minimiser, not the Arnoldi algorithm that usually computes it, and it allows any norm, whereas textbook GMRES uses the Euclidean one. The textbook residual \(b-At\) has the opposite sign, which leaves norms unchanged.

The theorem `isDIIS_iff_isGMRES` says that weights summing to one are DIIS-optimal if and only if their mixture is a GMRES minimiser. Neither needs to be unique. In `diis_minimum_eq_gmres_minimum`, `IsLeast` says that the same number \(\rho\) is attained in both problems and is a lower bound in both. Only this theorem and `diis_exact` assume finite dimension.

Production calculations differ from this model. Programs usually continue from the extrapolated vector and keep only a limited number of vectors, whereas here every \(t_j\) comes from the plain update and all of \(t_0,\dots,t_k\) are kept. The full coupled-cluster equations are also nonlinear, and the model has only a linear \(A\).

## From updates to Krylov vectors

Inserting the update into the residual gives
\[
r_{j+1}=A(t_j-r_j)-b=r_j-Ar_j.
\]
Hence \(Ar_j=r_j-r_{j+1}\), and applying \(A^i\) gives
\[
A^{i+1}r_j=A^ir_j-A^ir_{j+1}.
\]
Read from left to right, this trades a power of \(A\) for a later residual. Repeating it writes each \(A^ir_0\) with \(i<k\) in terms of \(r_0,\dots,r_{k-1}\). Solved for \(A^ir_{j+1}\), it writes each \(r_j\) with \(j<k\) in terms of \(r_0,\dots,A^{k-1}r_0\). Both sets therefore span \(K_k\).

For \(j\le k\), summing the updates gives \(t_j-t_0=-\sum_{l<j}r_l\in K_k\). A point of the affine span is \(x=\sum_jc_jt_j\) with \(\sum_jc_j=1\), so
\[
x-t_0=\sum_jc_j(t_j-t_0)\in K_k.
\]
Conversely, \(r_j=t_j-t_{j+1}\) for \(j<k\) is a difference of two points of the affine span. All of \(K_k\) thus consists of directions of that span, and \(t_0+K_k\) lies inside it.

## Equal residuals, equal minima

Because the weights sum to one,
\[
A\sum_jc_jt_j-b=\sum_jc_j(At_j-b)=\sum_jc_jr_j.
\]
The two problems therefore compare the same residuals. To see that the minimum is attained, write \(x=t_0-z\) with \(z\in K_k\). Then \(r(x)=r_0-Az\), and the task is to find the point of \(AK_k\) nearest to \(r_0\). In finite dimension this subspace is closed and a nearest point exists.

## Polynomials and the exact solution

Let \(p\) be a real polynomial of degree at most \(k\) with \(p(0)=1\). Write \(p(s)=1+s\,q(s)\), where \(q\) has degree below \(k\) or is zero. The vector \(x=t_0+q(A)r_0\) lies in \(t_0+K_k\), and
\[
r(x)=r_0+Aq(A)r_0=p(A)r_0.
\]
The optimal DIIS residual is therefore at most \(\|p(A)r_0\|\) in norm.

Now let the space have dimension \(n\le k\) and let \(\det A\ne0\). The characteristic polynomial \(\chi\) has degree \(n\) and \(\chi(0)=(-1)^n\det A\ne0\), so \(p=\chi/\chi(0)\) is allowed. By Cayley–Hamilton \(p(A)=0\), and the optimal mixture solves \(At=b\).

## A solvable system on which DIIS stalls

Without \(\det A\ne0\), solvability of \(At=b\) is not enough for this last conclusion. Take
\[
A=\begin{pmatrix}0&1\\0&0\end{pmatrix},\qquad b=\begin{pmatrix}1\\0\end{pmatrix},\qquad t_0=0.
\]
The vector \((0,1)^T\) is a solution. But \(r_0=-b\) and \(Ar_0=0\), so every \(r_j\) equals \(-b\). Every combination with weights summing to one has residual \(-b\), however many iterates are stored.

## DIIS and GMRES in Lean

```lean
import Mathlib

open Polynomial

namespace DIISGMRES

variable {E : Type*} [NormedAddCommGroup E] [NormedSpace ℝ E]

/-- The residual `r(t) = A t - b` of the linear amplitude equations. -/
def residual (A : E →ₗ[ℝ] E) (b t : E) : E := A t - b

/-- The amplitudes produced by the update `t → t - r(t)`, started from `t₀`. -/
def amplitudes (A : E →ₗ[ℝ] E) (b t₀ : E) : ℕ → E
  | 0 => t₀
  | j + 1 => amplitudes A b t₀ j - residual A b (amplitudes A b t₀ j)

/-- The Krylov space spanned by `v, A v, ..., A^(k-1) v`. -/
def krylov (A : E →ₗ[ℝ] E) (v : E) (k : ℕ) : Submodule ℝ E :=
  Submodule.span ℝ (Set.range fun i : Fin k => (A ^ (i : ℕ)) v)

/-- The extrapolated amplitudes `∑ c_j t_j`. -/
def mix (A : E →ₗ[ℝ] E) (b t₀ : E) {k : ℕ} (c : Fin (k + 1) → ℝ) : E :=
  ∑ j, c j • amplitudes A b t₀ j

/-- The combined residual `∑ c_j r_j` whose norm DIIS minimises. -/
def diisResidual (A : E →ₗ[ℝ] E) (b t₀ : E) {k : ℕ} (c : Fin (k + 1) → ℝ) : E :=
  ∑ j, c j • residual A b (amplitudes A b t₀ j)

/-- The weights `c` sum to one and minimise the norm of the combined residual
among all weights that sum to one. -/
def IsDIIS (A : E →ₗ[ℝ] E) (b t₀ : E) {k : ℕ} (c : Fin (k + 1) → ℝ) : Prop :=
  ∑ j, c j = 1 ∧ ∀ d : Fin (k + 1) → ℝ, ∑ j, d j = 1 →
    ‖diisResidual A b t₀ c‖ ≤ ‖diisResidual A b t₀ d‖

/-- The vector `x` minimises the norm of the residual over `t₀` plus the `k`-th Krylov space
of the initial residual. -/
def IsGMRES (A : E →ₗ[ℝ] E) (b t₀ : E) (k : ℕ) (x : E) : Prop :=
  x - t₀ ∈ krylov A (residual A b t₀) k ∧
    ∀ y, y - t₀ ∈ krylov A (residual A b t₀) k → ‖residual A b x‖ ≤ ‖residual A b y‖

variable (A : E →ₗ[ℝ] E) (b t₀ : E)

/-- One update changes the residual by `r_(j+1) = r_j - A r_j`. -/
theorem residual_succ (j : ℕ) :
    residual A b (amplitudes A b t₀ (j + 1)) =
      residual A b (amplitudes A b t₀ j) - A (residual A b (amplitudes A b t₀ j)) := by
  simp only [amplitudes, residual, map_sub]
  abel

/-- The first `k` residuals of the iteration span the `k`-th Krylov space of `r_0`. -/
theorem krylov_eq_span_residuals (k : ℕ) :
    krylov A (residual A b t₀) k =
      Submodule.span ℝ (Set.range fun j : Fin k => residual A b (amplitudes A b t₀ j)) := by
  have key : ∀ i j : ℕ, (A ^ (i + 1)) (residual A b (amplitudes A b t₀ j)) =
      (A ^ i) (residual A b (amplitudes A b t₀ j)) -
        (A ^ i) (residual A b (amplitudes A b t₀ (j + 1))) := by
    intro i j
    rw [pow_succ, Module.End.mul_apply, residual_succ, map_sub, sub_sub_cancel]
  apply le_antisymm
  · -- trade powers of `A` for later residuals
    have h : ∀ i j : ℕ, i + j < k → (A ^ i) (residual A b (amplitudes A b t₀ j)) ∈
        Submodule.span ℝ
          (Set.range fun j : Fin k => residual A b (amplitudes A b t₀ j)) := by
      intro i
      induction i with
      | zero => exact fun j hj => Submodule.subset_span ⟨⟨j, by omega⟩, by simp⟩
      | succ i ih =>
        intro j hj
        rw [key]
        exact Submodule.sub_mem _ (ih j (by omega)) (ih (j + 1) (by omega))
    refine Submodule.span_le.2 ?_
    rintro _ ⟨i, rfl⟩
    exact h i 0 (by omega)
  · -- trade later residuals for powers of `A`
    have h : ∀ j i : ℕ, i + j < k → (A ^ i) (residual A b (amplitudes A b t₀ j)) ∈
        krylov A (residual A b t₀) k := by
      intro j
      induction j with
      | zero => exact fun i hi => Submodule.subset_span ⟨⟨i, by omega⟩, rfl⟩
      | succ j ih =>
        intro i hi
        have e := key i j
        rw [eq_sub_iff_add_eq, ← eq_sub_iff_add_eq'] at e
        rw [e]
        exact Submodule.sub_mem _ (ih i (by omega)) (ih (i + 1) (by omega))
    refine Submodule.span_le.2 ?_
    rintro _ ⟨j, rfl⟩
    simpa using h j 0 (by omega)

/-- The affine span of the iterates `t_0, ..., t_k` is `t_0` plus the `k`-th Krylov space
of the initial residual. -/
theorem mem_affineSpan_iff (k : ℕ) (x : E) :
    x ∈ affineSpan ℝ (Set.range fun j : Fin (k + 1) => amplitudes A b t₀ j) ↔
      x - t₀ ∈ krylov A (residual A b t₀) k := by
  constructor
  · intro hx
    have step : ∀ j : ℕ, j ≤ k →
        amplitudes A b t₀ j - t₀ ∈ krylov A (residual A b t₀) k := by
      intro j
      induction j with
      | zero => intro _; simp [amplitudes]
      | succ j ih =>
        intro hj
        have hr : residual A b (amplitudes A b t₀ j) ∈ krylov A (residual A b t₀) k := by
          rw [krylov_eq_span_residuals]
          exact Submodule.subset_span ⟨⟨j, by omega⟩, rfl⟩
        rw [amplitudes, sub_right_comm]
        exact Submodule.sub_mem _ (ih (by omega)) hr
    obtain ⟨w, hw, hx'⟩ := eq_affineCombination_of_mem_affineSpan_of_fintype hx
    rw [Finset.affineCombination_eq_linear_combination _ _ _ hw] at hx'
    have e : x - t₀ = ∑ j, w j • (amplitudes A b t₀ j - t₀) := by
      rw [hx']
      simp only [smul_sub, Finset.sum_sub_distrib, ← Finset.sum_smul, hw, one_smul]
    rw [e]
    exact Submodule.sum_mem _ fun j _ => Submodule.smul_mem _ _ (step j (by omega))
  · intro hx
    have mem : ∀ j : Fin (k + 1), amplitudes A b t₀ j ∈
        affineSpan ℝ (Set.range fun j : Fin (k + 1) => amplitudes A b t₀ j) :=
      fun j => subset_affineSpan ℝ _ ⟨j, rfl⟩
    -- each residual is a difference of consecutive iterates
    have hle : krylov A (residual A b t₀) k ≤
        (affineSpan ℝ (Set.range fun j : Fin (k + 1) => amplitudes A b t₀ j)).direction := by
      rw [krylov_eq_span_residuals, Submodule.span_le]
      rintro _ ⟨j, rfl⟩
      have h := AffineSubspace.vsub_mem_direction (mem j.castSucc) (mem j.succ)
      rw [vsub_eq_sub, Fin.val_succ, Fin.val_castSucc, amplitudes, sub_sub_cancel] at h
      exact h
    have h := AffineSubspace.vadd_mem_of_mem_direction (hle hx) (mem 0)
    change (x - t₀) + t₀ ∈ _ at h
    rwa [sub_add_cancel] at h

/-- The points of `t_0` plus the Krylov space are exactly the mixtures of iterates with
weights that sum to one. -/
theorem mem_krylov_iff_mix (k : ℕ) (x : E) :
    x - t₀ ∈ krylov A (residual A b t₀) k ↔
      ∃ c : Fin (k + 1) → ℝ, ∑ j, c j = 1 ∧ x = mix A b t₀ c := by
  rw [← mem_affineSpan_iff]
  constructor
  · intro hx
    obtain ⟨w, hw, h⟩ := eq_affineCombination_of_mem_affineSpan_of_fintype hx
    rw [Finset.affineCombination_eq_linear_combination _ _ _ hw] at h
    exact ⟨w, hw, h⟩
  · rintro ⟨c, hc, rfl⟩
    have h := affineCombination_mem_affineSpan hc
      (fun j : Fin (k + 1) => amplitudes A b t₀ j)
    rw [Finset.affineCombination_eq_linear_combination _ _ _ hc] at h
    exact h

/-- For weights that sum to one, the residual of the mixture is the mixture of the residuals. -/
theorem residual_mix {k : ℕ} {c : Fin (k + 1) → ℝ} (hc : ∑ j, c j = 1) :
    residual A b (mix A b t₀ c) = diisResidual A b t₀ c := by
  simp only [mix, diisResidual, residual, map_sum, map_smul, smul_sub,
    Finset.sum_sub_distrib, ← Finset.sum_smul, hc, one_smul]

/-- Weights that sum to one are optimal for DIIS exactly when the extrapolated amplitudes
are a GMRES minimiser. -/
theorem isDIIS_iff_isGMRES {k : ℕ} {c : Fin (k + 1) → ℝ} (hc : ∑ j, c j = 1) :
    IsDIIS A b t₀ c ↔ IsGMRES A b t₀ k (mix A b t₀ c) := by
  constructor
  · rintro ⟨_, hmin⟩
    refine ⟨(mem_krylov_iff_mix A b t₀ k _).2 ⟨c, hc, rfl⟩, fun y hy => ?_⟩
    obtain ⟨d, hd, rfl⟩ := (mem_krylov_iff_mix A b t₀ k y).1 hy
    rw [residual_mix A b t₀ hc, residual_mix A b t₀ hd]
    exact hmin d hd
  · rintro ⟨_, hmin⟩
    refine ⟨hc, fun d hd => ?_⟩
    rw [← residual_mix A b t₀ hc, ← residual_mix A b t₀ hd]
    exact hmin _ ((mem_krylov_iff_mix A b t₀ k _).2 ⟨d, hd, rfl⟩)

/-- In finite dimension the DIIS and GMRES minimisations both attain their minimum, and the
two minimal residual norms are equal. -/
theorem diis_minimum_eq_gmres_minimum [FiniteDimensional ℝ E] (k : ℕ) :
    ∃ ρ : ℝ,
      IsLeast {s | ∃ c : Fin (k + 1) → ℝ, ∑ j, c j = 1 ∧ ‖diisResidual A b t₀ c‖ = s} ρ ∧
      IsLeast {s | ∃ x, x - t₀ ∈ krylov A (residual A b t₀) k ∧ ‖residual A b x‖ = s} ρ := by
  have hset : {s | ∃ c : Fin (k + 1) → ℝ, ∑ j, c j = 1 ∧ ‖diisResidual A b t₀ c‖ = s} =
      {s | ∃ x, x - t₀ ∈ krylov A (residual A b t₀) k ∧ ‖residual A b x‖ = s} := by
    ext s
    constructor
    · rintro ⟨c, hc, rfl⟩
      exact ⟨_, (mem_krylov_iff_mix A b t₀ k _).2 ⟨c, hc, rfl⟩, by rw [residual_mix A b t₀ hc]⟩
    · rintro ⟨x, hx, rfl⟩
      obtain ⟨c, hc, rfl⟩ := (mem_krylov_iff_mix A b t₀ k x).1 hx
      exact ⟨c, hc, by rw [residual_mix A b t₀ hc]⟩
  -- the point of `A K_k` nearest to the initial residual
  let M := (krylov A (residual A b t₀) k).map A
  obtain ⟨y, hy, hdist⟩ := (Submodule.closed_of_finiteDimensional M).exists_infDist_eq_dist
    ⟨0, M.zero_mem⟩ (residual A b t₀)
  obtain ⟨z, hz, rfl⟩ := hy
  have hres : ∀ x, residual A b x = residual A b t₀ - A (t₀ - x) := by
    intro x
    simp only [residual, map_sub]
    abel
  refine ⟨‖residual A b (t₀ - z)‖, ?_⟩
  rw [hset, and_self]
  refine ⟨⟨t₀ - z, ?_, rfl⟩, ?_⟩
  · rw [sub_sub_cancel_left]
    exact Submodule.neg_mem _ hz
  · rintro _ ⟨x, hx, rfl⟩
    have hm : A (t₀ - x) ∈ (M : Set E) :=
      ⟨t₀ - x, by simpa using Submodule.neg_mem _ hx, rfl⟩
    have h := Metric.infDist_le_dist_of_mem (x := residual A b t₀) hm
    rw [hdist, dist_eq_norm, dist_eq_norm] at h
    rw [hres (t₀ - z), hres x, sub_sub_cancel]
    exact h

/-- The optimal DIIS residual is no larger than `p(A) r_0` in norm, for every real polynomial
`p` of degree at most `k` with constant term one. -/
theorem diis_le_polynomial {k : ℕ} {c : Fin (k + 1) → ℝ} (hc : IsDIIS A b t₀ c)
    (p : ℝ[X]) (hdeg : p.natDegree ≤ k) (h0 : p.coeff 0 = 1) :
    ‖diisResidual A b t₀ c‖ ≤ ‖(aeval A p) (residual A b t₀)‖ := by
  -- write `p = X q + 1` and test GMRES with `t₀ + q(A) r_0`
  have hp : p = X * p.divX + 1 := by
    have h := divX_mul_X_add p
    rw [h0, C_1, mul_comm] at h
    exact h.symm
  have e := congrArg (fun s : ℝ[X] => (aeval A s) (residual A b t₀)) hp
  simp only [map_add, map_mul, aeval_X, map_one, LinearMap.add_apply,
    Module.End.mul_apply, Module.End.one_apply] at e
  have hq : (aeval A p.divX) (residual A b t₀) ∈ krylov A (residual A b t₀) k := by
    rw [aeval_eq_sum_range, LinearMap.sum_apply]
    refine Submodule.sum_mem _ fun i _ => ?_
    rw [LinearMap.smul_apply]
    by_cases hi : i < k
    · exact Submodule.smul_mem _ _ (Submodule.subset_span ⟨⟨i, hi⟩, rfl⟩)
    · rw [coeff_divX, coeff_eq_zero_of_natDegree_lt (by omega), zero_smul]
      exact Submodule.zero_mem _
  have h := ((isDIIS_iff_isGMRES A b t₀ hc.1).1 hc).2
    (t₀ + (aeval A p.divX) (residual A b t₀)) (by rwa [add_sub_cancel_left])
  have hr : residual A b (t₀ + (aeval A p.divX) (residual A b t₀)) =
      A ((aeval A p.divX) (residual A b t₀)) + residual A b t₀ := by
    rw [residual, map_add, add_comm (A t₀), add_sub_assoc]
    rfl
  rw [residual_mix A b t₀ hc.1, hr, ← e] at h
  exact h

/-- If `A` has non-zero determinant on an `n`-dimensional space and `k ≥ n`, optimal DIIS
weights for `t_0, ..., t_k` give the exact solution of `A t = b`. -/
theorem diis_exact [FiniteDimensional ℝ E] (hA : LinearMap.det A ≠ 0) {k : ℕ}
    (hk : Module.finrank ℝ E ≤ k) {c : Fin (k + 1) → ℝ} (hc : IsDIIS A b t₀ c) :
    A (mix A b t₀ c) = b := by
  have ha : A.charpoly.coeff 0 ≠ 0 := by
    intro h
    apply hA
    rw [LinearMap.det_eq_sign_charpoly_coeff, h, mul_zero]
  -- the normalised characteristic polynomial annihilates the residual
  have h := diis_le_polynomial A b t₀ hc (C (A.charpoly.coeff 0)⁻¹ * A.charpoly)
    ((natDegree_C_mul_le _ _).trans (by rw [LinearMap.charpoly_natDegree]; exact hk))
    (by rw [coeff_C_mul, inv_mul_cancel₀ ha])
  rw [map_mul, LinearMap.aeval_self_charpoly, mul_zero, LinearMap.zero_apply, norm_zero,
    norm_le_zero_iff, ← residual_mix A b t₀ hc.1] at h
  exact sub_eq_zero.1 h

end DIISGMRES
```

```lean
#print axioms DIISGMRES.diis_minimum_eq_gmres_minimum
-- 'DIISGMRES.diis_minimum_eq_gmres_minimum' depends on axioms: [propext, Classical.choice, Quot.sound]
#print axioms DIISGMRES.diis_exact
-- 'DIISGMRES.diis_exact' depends on axioms: [propext, Classical.choice, Quot.sound]
```

## Two inductions and a nearest point

`residual_succ` is the recursion for the residuals. In `krylov_eq_span_residuals`, the local fact `key` is the trading identity, and `le_antisymm` splits the equality of spans into two inclusions. The first is an induction on the power `i`, the second on the iterate `j`. Both carry the bound `i + j < k`, which keeps every vector within the first \(k\).

`mem_affineSpan_iff` follows the two directions of the derivation. Going forward, `step` shows by induction that \(t_j-t_0\in K_k\), and Mathlib supplies the weights of a point in the affine span. Going back, `hle` places \(K_k\) in the direction space of the affine span. `mem_krylov_iff_mix` restates the result with explicit weights.

`residual_mix` is the calculation that uses \(\sum_jc_j=1\). With it, `isDIIS_iff_isGMRES` turns each competitor in one minimisation into a competitor in the other. In the theorem on the minima, `hset` shows that the two sets of attainable norms are equal. The subspace `M` is \(AK_k\), and `exists_infDist_eq_dist` gives its point nearest to \(r_0\).

In `diis_le_polynomial`, `p.divX` is \(q\), and `hq` checks that \(q(A)r_0\in K_k\). The bound comes from using \(t_0+q(A)r_0\) as a GMRES competitor. `diis_exact` applies it to the normalised characteristic polynomial; `LinearMap.aeval_self_charpoly` is Cayley–Hamilton and makes the bound zero.
